# The three-point criterion for the energy bound on number-mixing states in a finite system

Let \(E_j\) be the lowest energy of a finite, number-conserving Hamiltonian \(H\) at exactly \(j\) particles, where \(j\) runs from \(0\) to a largest number \(M\) and every such sector is nonempty. A normalised state that mixes particle numbers may have only its mean number fixed at an integer \(n\), as a BCS state does. The theorem `variational_bound_iff` decides from the numbers \(E_j\) whether all normalised states of mean number \(n\), superpositions of odd and even particle numbers included, have energy at least \(E_n\).

```lean
import Mathlib

open Matrix
open scoped ComplexOrder

namespace NumberMixing

noncomputable section

variable {M : ℕ} {ι : Fin (M + 1) → Type*} [∀ j, Fintype (ι j)]

/-- The real number `e` is the lowest real eigenvalue of the matrix `A`. -/
def IsGroundEnergy {m : Type*} [Fintype m] (A : Matrix m m ℂ) (e : ℝ) : Prop :=
  IsLeast {t : ℝ | ∃ v : m → ℂ, v ≠ 0 ∧ A *ᵥ v = (t : ℂ) • v} e

/-- The probability of finding `j` particles in a unit vector `x`. -/
def weight (x : (Σ j, ι j) → ℂ) (j : Fin (M + 1)) : ℝ := ∑ a, Complex.normSq (x ⟨j, a⟩)

/-- The expectation value, in a unit vector `x`, of the Hamiltonian with blocks `H j`. -/
def energy (H : ∀ j, Matrix (ι j) (ι j) ℂ) (x : (Σ j, ι j) → ℂ) : ℝ :=
  (star x ⬝ᵥ blockDiagonal' H *ᵥ x).re

/-- The energy is the sum of the contributions of the particle-number sectors. -/
theorem energy_eq_sum (H : ∀ j, Matrix (ι j) (ι j) ℂ) (x : (Σ j, ι j) → ℂ) :
    energy H x = ∑ j, (star (fun a => x ⟨j, a⟩) ⬝ᵥ H j *ᵥ fun a => x ⟨j, a⟩).re := by
  have h : ∀ j a, (blockDiagonal' H *ᵥ x) ⟨j, a⟩ = (H j *ᵥ fun b => x ⟨j, b⟩) a := by
    intro j a
    change ∑ s, blockDiagonal' H ⟨j, a⟩ s * x s = ∑ b, H j a b * x ⟨j, b⟩
    rw [Fintype.sum_sigma, Finset.sum_eq_single j]
    · simp only [blockDiagonal'_apply_eq]
    · intro k _ hk
      exact Finset.sum_eq_zero fun b _ => by
        rw [blockDiagonal'_apply_ne _ _ _ (Ne.symm hk), zero_mul]
    · simp
  simp only [energy, dotProduct, Pi.star_apply, Fintype.sum_sigma, h, Complex.re_sum]

/-- For a Hermitian matrix, the energy form of any vector is at least the lowest eigenvalue
times the squared norm. -/
theorem ground_bound {m : Type*} [Fintype m] {A : Matrix m m ℂ} (hA : A.IsHermitian) {e : ℝ}
    (he : IsGroundEnergy A e) (v : m → ℂ) :
    e * ∑ a, Complex.normSq (v a) ≤ (star v ⬝ᵥ A *ᵥ v).re := by
  classical
  have hB : (A - diagonal fun _ => (e : ℂ)).IsHermitian := hA.sub
    ((diagonal_conjTranspose _).trans
      (congrArg diagonal (funext fun _ => Complex.conj_ofReal e)))
  -- the shifted matrix has no negative eigenvalue
  have hp : (A - diagonal fun _ => (e : ℂ)).PosSemidef := by
    refine hB.posSemidef_iff_eigenvalues_nonneg.mpr fun i => ?_
    obtain ⟨u, hu, h⟩ : ∃ u : m → ℂ, u ≠ 0 ∧
        (A - diagonal fun _ => (e : ℂ)) *ᵥ u = hB.eigenvalues i • u :=
      ⟨(hB.eigenvectorBasis i).ofLp, fun h0 => hB.eigenvectorBasis.orthonormal.ne_zero i
        (PiLp.ext fun a => congrFun h0 a), hB.mulVec_eigenvectorBasis i⟩
    have h1 : e ≤ hB.eigenvalues i + e := he.2 ⟨u, hu, by
      funext a
      have h2 := congrFun h a
      rw [sub_mulVec, Pi.sub_apply, mulVec_diagonal, Pi.smul_apply, Complex.real_smul] at h2
      rw [Pi.smul_apply, smul_eq_mul, Complex.ofReal_add]
      linear_combination h2⟩
    change 0 ≤ hB.eigenvalues i
    linarith
  have h := (Complex.le_def.mp (hp.dotProduct_mulVec_nonneg v)).1
  have hD : (star v ⬝ᵥ (diagonal fun _ => (e : ℂ)) *ᵥ v).re
      = e * ∑ a, Complex.normSq (v a) := by
    simp only [dotProduct, mulVec_diagonal, Complex.re_sum, Finset.mul_sum]
    refine Finset.sum_congr rfl fun a _ => ?_
    simp [Complex.normSq_apply]
    ring
  rw [sub_mulVec, dotProduct_sub, Complex.sub_re, Complex.zero_re, hD] at h
  linarith

/-- If every chord of `E` from a particle number below `n` to one above `n` has at `n` a value of at
least `E n`, some chemical potential `μ` gives a line that equals `E n` at `n` and lies above `E` at
no particle number. -/
theorem exists_chemicalPotential (E : Fin (M + 1) → ℝ) (n : Fin (M + 1))
    (h : ∀ j k, j < n → n < k → ((k.val : ℝ) - j.val) * E n
      ≤ ((k.val : ℝ) - n.val) * E j + ((n.val : ℝ) - j.val) * E k) :
    ∃ μ : ℝ, ∀ j, E n + μ * ((j.val : ℝ) - n.val) ≤ E j := by
  have pos {i j : Fin (M + 1)} (hij : i < j) : 0 < (j.val : ℝ) - i.val :=
    sub_pos.mpr (Nat.cast_lt.mpr (Fin.lt_def.mp hij))
  obtain ⟨μ, h1, h2⟩ : ∃ μ : ℝ, (∀ j, j < n → E n - E j ≤ μ * ((n.val : ℝ) - j.val)) ∧
      ∀ k, n < k → μ * ((k.val : ℝ) - n.val) ≤ E k - E n := by
    by_cases hb : ∃ j, j < n
    · -- the steepest slope from below
      obtain ⟨i, hi⟩ := hb
      obtain ⟨m, hm, hmax⟩ := Finset.exists_max_image (Finset.univ.filter (· < n))
        (fun j => (E n - E j) / ((n.val : ℝ) - j.val)) ⟨i, by simp [hi]⟩
      have hmn : m < n := (Finset.mem_filter.mp hm).2
      refine ⟨_, fun j hj => (div_le_iff₀ (pos hj)).mp (hmax j (by simp [hj])),
        fun k hk => ?_⟩
      rw [div_mul_eq_mul_div, div_le_iff₀ (pos hmn)]
      linear_combination h m k hmn hk
    · obtain ⟨m, -, hmin⟩ := Finset.exists_min_image Finset.univ
        (fun k => (E k - E n) / ((k.val : ℝ) - n.val)) ⟨n, Finset.mem_univ n⟩
      exact ⟨_, fun j hj => (hb ⟨j, hj⟩).elim,
        fun k hk => (le_div_iff₀ (pos hk)).mp (hmin k (Finset.mem_univ k))⟩
  refine ⟨μ, fun j => ?_⟩
  rcases lt_trichotomy j n with hj | rfl | hj
  · linear_combination h1 j hj
  · simp
  · linear_combination h2 j hj

/-- For any nonnegative weights `p j`, some vector has weight `p j` in every sector `j`, and its
energy is the sum of the sector ground energies `E j` multiplied by these weights. -/
theorem exists_trialState (H : ∀ j, Matrix (ι j) (ι j) ℂ) (E : Fin (M + 1) → ℝ)
    (hE : ∀ j, IsGroundEnergy (H j) (E j)) (p : Fin (M + 1) → ℝ) (hp : ∀ j, 0 ≤ p j) :
    ∃ x, (∀ j, weight x j = p j) ∧ energy H x = ∑ j, E j * p j := by
  have hex : ∀ j, ∃ v : ι j → ℂ, v ≠ 0 ∧ H j *ᵥ v = (E j : ℂ) • v := fun j => (hE j).1
  choose v hv0 hv using hex
  have hw : ∀ j, 0 < ∑ a, Complex.normSq (v j a) := fun j => by
    obtain ⟨a, ha⟩ := Function.ne_iff.mp (hv0 j)
    exact Finset.sum_pos' (fun _ _ => Complex.normSq_nonneg _)
      ⟨a, Finset.mem_univ a, Complex.normSq_pos.mpr ha⟩
  have hex : ∀ j, ∃ c : ℝ, c ^ 2 * ∑ a, Complex.normSq (v j a) = p j := fun j =>
    ⟨√(p j / ∑ a, Complex.normSq (v j a)), by
      rw [Real.sq_sqrt (div_nonneg (hp j) (hw j).le), div_mul_cancel₀ _ (hw j).ne']⟩
  choose c hc using hex
  refine ⟨fun s => (c s.1 : ℂ) * v s.1 s.2, fun j => ?_, ?_⟩
  · rw [← hc j]
    simp only [weight, Complex.normSq_mul, Complex.normSq_ofReal, Finset.mul_sum, sq]
  · rw [energy_eq_sum]
    refine Finset.sum_congr rfl fun j _ => ?_
    have h : (H j *ᵥ fun a => (c j : ℂ) * v j a) = fun a => (c j : ℂ) * (E j * v j a) := by
      have h1 := mulVec_smul (H j) (c j : ℂ) (v j)
      rw [hv j] at h1
      exact h1
    change (star (fun a => (c j : ℂ) * v j a) ⬝ᵥ H j *ᵥ fun a => (c j : ℂ) * v j a).re = _
    rw [h, ← hc j]
    simp only [dotProduct, Pi.star_apply, Complex.re_sum, Finset.mul_sum]
    refine Finset.sum_congr rfl fun a _ => ?_
    simp [Complex.normSq_apply]
    ring

/-- Let a Hermitian Hamiltonian be block diagonal in particle number, with sector ground
energies `E j`. Every unit vector of mean number `n` has energy at least `E n` if and only if
`(k - n) E j + (n - j) E k ≥ (k - j) E n` for all `j < n < k`. -/
theorem variational_bound_iff (H : ∀ j, Matrix (ι j) (ι j) ℂ) (hH : ∀ j, (H j).IsHermitian)
    (E : Fin (M + 1) → ℝ) (hE : ∀ j, IsGroundEnergy (H j) (E j)) (n : Fin (M + 1)) :
    (∀ x, ∑ j, weight x j = 1 → ∑ j, (j.val : ℝ) * weight x j = n.val → E n ≤ energy H x) ↔
      ∀ j k, j < n → n < k → ((k.val : ℝ) - j.val) * E n
        ≤ ((k.val : ℝ) - n.val) * E j + ((n.val : ℝ) - j.val) * E k := by
  constructor
  · intro h j k hj hk
    have hjn : (j.val : ℝ) < n.val := Nat.cast_lt.mpr (Fin.lt_def.mp hj)
    have hnk : (n.val : ℝ) < k.val := Nat.cast_lt.mpr (Fin.lt_def.mp hk)
    have hd : 0 < (k.val : ℝ) - j.val := by linarith
    obtain ⟨α, hα0, hα⟩ : ∃ α : ℝ, 0 ≤ α ∧ α * ((k.val : ℝ) - j.val) = k.val - n.val :=
      ⟨_, div_nonneg (by linarith) hd.le, div_mul_cancel₀ _ hd.ne'⟩
    obtain ⟨β, hβ0, hβ⟩ : ∃ β : ℝ, 0 ≤ β ∧ β * ((k.val : ℝ) - j.val) = n.val - j.val :=
      ⟨_, div_nonneg (by linarith) hd.le, div_mul_cancel₀ _ hd.ne'⟩
    have hab : α + β = 1 := mul_right_cancel₀ hd.ne' (by linear_combination hα + hβ)
    have hp : ∀ i, 0 ≤ (if i = j then α else 0) + (if i = k then β else 0) := by
      intro i
      split_ifs <;> linarith
    have hs (f : Fin (M + 1) → ℝ) : ∑ i, f i * ((if i = j then α else 0)
        + (if i = k then β else 0)) = f j * α + f k * β := by
      simp [mul_add, Finset.sum_add_distrib]
    -- mix the ground states of the sectors j and k
    obtain ⟨x, hw, he⟩ := exists_trialState H E hE _ hp
    have h1 := h x
      (by
        have h2 := hs fun _ => 1
        simp only [one_mul] at h2
        simp only [hw]
        rw [h2, hab])
      (by
        simp only [hw]
        rw [hs fun i => (i.val : ℝ)]
        linear_combination (j.val : ℝ) * hab + hβ)
    rw [he, hs E] at h1
    have h2 := mul_le_mul_of_nonneg_right h1 hd.le
    linear_combination h2 + E j * hα + E k * hβ
  · intro h x hx hn
    obtain ⟨μ, hμ⟩ := exists_chemicalPotential E n h
    have hL : ∑ j, (E n + μ * ((j.val : ℝ) - n.val)) * weight x j
        = (E n - μ * n.val) * ∑ j, weight x j + μ * ∑ j, (j.val : ℝ) * weight x j := by
      simp only [Finset.mul_sum, ← Finset.sum_add_distrib]
      exact Finset.sum_congr rfl fun j _ => by ring
    calc E n = ∑ j, (E n + μ * ((j.val : ℝ) - n.val)) * weight x j := by
          rw [hL, hx, hn]
          ring
      _ ≤ energy H x := by
          rw [energy_eq_sum]
          exact Finset.sum_le_sum fun j _ => (mul_le_mul_of_nonneg_right (hμ j)
            (Finset.sum_nonneg fun _ _ => Complex.normSq_nonneg _)).trans
            (ground_bound (hH j) (hE j) fun a => x ⟨j, a⟩)

/-- One level for each of the particle numbers 0, 1 and 2, with energies `0`, `Δ` and `0`. -/
def oddGap (Δ : ℝ) (j : Fin (2 + 1)) : Matrix Unit Unit ℂ :=
  fun _ _ => ((![0, Δ, 0] j : ℝ) : ℂ)

/-- The model `oddGap Δ` has sector ground energies `0`, `Δ`, `0`, and some unit vector of mean
number 1 has energy 0. -/
theorem oddGap_witness (Δ : ℝ) :
    (∀ j, IsGroundEnergy (oddGap Δ j) (![0, Δ, 0] j)) ∧
      ∃ x : (Σ _ : Fin (2 + 1), Unit) → ℂ, ∑ j, weight x j = 1 ∧
        ∑ j, (j.val : ℝ) * weight x j = 1 ∧ energy (oddGap Δ) x = 0 := by
  have hg : ∀ j, IsGroundEnergy (oddGap Δ j) (![0, Δ, 0] j) := by
    intro j
    refine ⟨⟨1, one_ne_zero, ?_⟩, ?_⟩
    · funext a
      simp [oddGap, mulVec, dotProduct]
    · rintro e ⟨v, hv, h⟩
      have h0 : v () ≠ 0 := fun h0 => hv (funext fun _ => h0)
      have h1 := congrFun h ()
      simp only [mulVec, dotProduct, oddGap, Finset.univ_unique, Finset.sum_singleton,
        Pi.smul_apply, smul_eq_mul] at h1
      exact (Complex.ofReal_injective (mul_right_cancel₀ h0 h1)).le
  -- equal weights on 0 and 2 particles
  obtain ⟨x, hw, he⟩ := exists_trialState (oddGap Δ) ![0, Δ, 0] hg ![1 / 2, 0, 1 / 2]
    (by intro j; fin_cases j <;> norm_num)
  refine ⟨hg, x, ?_, ?_, ?_⟩
  · norm_num [hw, Fin.sum_univ_succ]
  · norm_num [hw, Fin.sum_univ_succ]
  · rw [he]
    norm_num [Fin.sum_univ_succ]

end

end NumberMixing
```

```lean
#print axioms NumberMixing.variational_bound_iff
-- 'NumberMixing.variational_bound_iff' depends on axioms: [propext, Classical.choice, Quot.sound]
```

## Sectors, amplitudes and the criterion

The type `Fin (M + 1)` labels the particle numbers, and `ι j` labels the basis states with \(j\) particles. The Hamiltonian is given by its blocks `H j`, and `blockDiagonal' H` is the full matrix, with zeros between different particle numbers. A state `x` is a list of complex amplitudes over all sectors. Write \(x_j\) for its part in sector \(j\) and

\[
w_j=\sum_a |x_{j,a}|^2
\]

for `weight x j`. The condition \(\sum_j w_j=1\) makes `x` a unit vector, the \(w_j\) are then probabilities, and \(\sum_j j\,w_j=n\) fixes the mean number. The function `energy` is \(\langle x|H|x\rangle\) without division by the norm.

The predicate `IsGroundEnergy` says that a number is the lowest real eigenvalue of a matrix; for a Hermitian matrix all eigenvalues are real. It is applied to each block, so `E j` is a sector energy and not the ground energy of the full \(H\). Since an eigenvector must be nonzero, this hypothesis also makes every sector nonempty.

For Hermitian blocks, the theorem states that every unit vector of mean number \(n\) has energy at least \(E_n\) if and only if

\[
(k-n)E_j+(n-j)E_k\ \ge\ (k-j)E_n\qquad\text{for all } j<n<k .
\]

In a plot of energy against particle number, no chord from a point left of \(n\) to a point right of \(n\) passes below the point \((n,E_n)\). For \(n=0\) and \(n=M\) there are no such chords, and the bound always holds.

## What this means for BCS trial states

For a finite system with these sector energies, the criterion tells whether fixing the mean number is enough to keep the variational bound on \(E_n\). If it holds, every BCS state of mean number \(n\) in the same finite basis obeys the bound. If it fails, some superposition lies below \(E_n\), but that superposition is built from exact sector ground states. It need not have the BCS product form, and it may mix odd and even particle numbers.

The blocks are arbitrary Hermitian matrices, so interactions are allowed. The step left to the user is to identify them with a real system, whose orbital space has to be truncated to a finite basis first.

## Why the chord condition suffices

Since \(H\) does not connect different sectors, the energy splits, which is `energy_eq_sum`:

\[
\langle x|H|x\rangle=\sum_j\langle x_j|H_j|x_j\rangle .
\]

The matrix \(H_j-E_j\) is Hermitian and has no negative eigenvalue, so it is positive semidefinite. Hence \(\langle x_j|H_j|x_j\rangle\ge E_j w_j\). This is `ground_bound`, which holds for vectors of any norm, as is needed for the parts \(x_j\).

Next comes a chemical potential. With \(k-j=(k-n)+(n-j)\), the chord condition becomes

\[
\frac{E_n-E_j}{n-j}\ \le\ \frac{E_k-E_n}{k-n}\qquad (j<n<k).
\]

Every slope from below is at most every slope from above. In `exists_chemicalPotential`, \(\mu\) is the largest slope from below. If \(n=0\), there is none, and \(\mu\) is the minimum of the slopes from above and \(0\); the \(0\) comes from the term \(k=n\), where Lean counts \(0/0\) as \(0\). Including it does no harm, since any \(\mu\) that is at most every slope from above will do, and for \(M=0\) it is the only term. In both cases

\[
E_j\ \ge\ E_n+\mu(j-n)\qquad\text{for all } j .
\]

Multiplying by \(w_j\ge 0\) and summing gives

\[
\langle x|H|x\rangle\ \ge\ \sum_j E_j w_j\ \ge\ E_n\sum_j w_j+\mu\Big(\sum_j j\,w_j-n\sum_j w_j\Big)=E_n ,
\]

because the norm is one and the mean number is \(n\). The `calc` block at the end of the main theorem is this chain, with the two inequalities combined sector by sector.

## Why the chord condition is necessary

Suppose that the bound holds for all unit vectors of mean number \(n\), and take \(j<n<k\). Let \(|j\rangle\) and \(|k\rangle\) be normalised ground states of the two sectors, and set

\[
|x\rangle=\sqrt{\alpha}\,|j\rangle+\sqrt{\beta}\,|k\rangle,\qquad
\alpha=\frac{k-n}{k-j},\quad \beta=\frac{n-j}{k-j}.
\]

Both weights are positive and \(\alpha+\beta=1\). The mean number is

\[
\alpha j+\beta k=\frac{(k-n)j+(n-j)k}{k-j}=n .
\]

There are no cross terms in the energy, so it equals \(\alpha E_j+\beta E_k\). By assumption this is at least \(E_n\), and multiplication by \(k-j>0\) gives the chord condition.

The state comes from `exists_trialState`, which accepts any nonnegative weights \(p_j\). Its eigenvectors \(v_j\) are not normalised, so it scales each by \(c_j=\sqrt{p_j/\|v_j\|^2}\). The sector then has weight \(p_j\) and contributes \(E_j p_j\) to the energy.

## A three-level example with an odd-particle gap

The model `oddGap Δ` has one level for each of the particle numbers 0, 1 and 2, with energies \(0\), \(\Delta\) and \(0\). It is a reduced model: an orbital of energy \(\Delta\) that holds two electrons of opposite spin, with interaction energy \(-2\Delta\), has the same sector energies but two one-particle states, of which only one is kept here. Here \(\Delta\) denotes the odd-even energy difference \(E_1-\tfrac12(E_0+E_2)\), which for \(\Delta>0\) is the cost of an unpaired particle. The theorem `oddGap_witness` confirms the three sector energies and uses weights \(\tfrac12,0,\tfrac12\), as in

\[
|x\rangle=\tfrac{1}{\sqrt2}\big(|0\rangle+|2\rangle\big),
\]

which has norm one, mean number 1 and energy 0. The theorem holds for every real \(\Delta\). When \(\Delta>0\), this state lies below the exact one-particle energy by \(\Delta\), because it contains no one-particle component.
